# Started in the range of a singular positive semidefinite preconditioner, descent stalls exactly at eigenvectors of the projected Hamiltonian

An eigensolver that lowers the energy of a trial vector $x$ along its preconditioned residual can stop before it has found an eigenvector of the Hamiltonian $H$, and to say when this happens one must first choose what "stop" means. Here it means that $x$ already has the lowest energy among all unit vectors of $\mathrm{span}\{x, Tr\}$, where $T$ is the preconditioner, $r = Hx - \theta x$ the residual and $\theta = \langle x, Hx\rangle$ the energy. Comparing unit vectors only avoids the division in the Rayleigh quotient.

Let $H$ and $T$ be symmetric on a finite-dimensional real inner product space, and let $T$ be positive semidefinite, with range $W$ and orthogonal projector $P$ onto $W$. For a unit vector $x$ in $W$, the solver stops at $x$ if and only if $PHx = \theta x$. This is the eigenvalue equation of $H$ truncated to $W$, and $\theta$ may be any of its eigenvalues, not only the lowest.

For a single-vector eigensolver with a fixed real symmetric Hamiltonian matrix in an orthonormal basis, this means that a run started in $W$ can return a truncated-basis result when the preconditioner deletes some basis functions, although $H$ is applied in the full basis.

## Energy, residual and search space

The vectors live in a real inner product space `E`, and $H$ and $T$ are linear maps from `E` to itself.

```lean
import Mathlib

open scoped InnerProductSpace
open Filter Topology

namespace SingularPreconditioner

noncomputable section

variable {E : Type*} [NormedAddCommGroup E] [InnerProductSpace ℝ E]
```

The function `energy` is the quadratic form $\langle x, Hx\rangle$. It is the physical energy only for unit vectors; for any other non-zero vector it must be divided by $\|x\|^2$.

```lean
/-- The quadratic form `⟨x, Hx⟩`, which is the energy of `x` when `x` is a unit vector. -/
def energy (H : E →ₗ[ℝ] E) (x : E) : ℝ := ⟪x, H x⟫_ℝ
```

The residual measures how far $x$ is from solving $Hx = \theta x$.

```lean
/-- The residual `r = Hx - θx`, with `θ = ⟨x, Hx⟩`. -/
def residual (H : E →ₗ[ℝ] E) (x : E) : E := H x - energy H x • x
```

One step of the solver searches the span of $x$ and $Tr$, which is only a line if $Tr$ is parallel to $x$ or zero.

```lean
/-- The subspace spanned by `x` and its preconditioned residual `Tr`. -/
def searchSpace (H T : E →ₗ[ℝ] E) (x : E) : Submodule ℝ E :=
  Submodule.span ℝ {x, T (residual H x)}
```

`LowestIn H S x` says that $x$ is a unit vector of $S$ and that no unit vector of $S$ has lower energy.

```lean
/-- `x` is a unit vector of `S` whose energy is lowest among all unit vectors of `S`. -/
def LowestIn (H : E →ₗ[ℝ] E) (S : Submodule ℝ E) (x : E) : Prop :=
  x ∈ S ∧ ‖x‖ = 1 ∧ ∀ y ∈ S, ‖y‖ = 1 → energy H x ≤ energy H y
```

A run of the solver is a sequence $u_0, u_1, \dots$ in which $u_{k+1}$ is lowest in the search space of $u_k$. The minimisation in each step is exact, and no earlier search direction is kept.

```lean
/-- A preconditioned descent: each new vector has the lowest energy among the unit vectors in the
search space of the previous one. -/
def IsDescent (H T : E →ₗ[ℝ] E) (u : ℕ → E) : Prop :=
  ∀ k, LowestIn H (searchSpace H T (u k)) (u (k + 1))
```

## A stalled vector has no preconditioned residual

Expand the energy along a line, with any vector $w$ and real $t$:
$$\langle x+tw, H(x+tw)\rangle = \langle x,Hx\rangle + t\langle x,Hw\rangle + t\langle w,Hx\rangle + t^2\langle w,Hw\rangle .$$
Since $H$ is symmetric, the two middle terms are equal and add up to $2t\langle w,Hx\rangle$.

```lean
/-- For symmetric `H`, the quadratic form at `x + t w` is a polynomial in `t` of degree at most two,
with slope `2⟨w, Hx⟩` at `t = 0`. -/
theorem energy_add_smul {H : E →ₗ[ℝ] E} (hH : H.IsSymmetric) (x w : E) (t : ℝ) :
    energy H (x + t • w) = energy H x + 2 * t * ⟪w, H x⟫_ℝ + t ^ 2 * energy H w := by
  have h : ⟪x, H w⟫_ℝ = ⟪w, H x⟫_ℝ := (hH x w).symm.trans (real_inner_comm _ _)
  simp only [energy, map_add, map_smul, inner_add_left, inner_add_right,
    real_inner_smul_left, real_inner_smul_right]
  linear_combination t * h
```

Suppose that $2tb + t^2c \ge 0$ for all real $t$. If $c \neq 0$, the quadratic $ct^2 + 2bt$ has discriminant $4b^2 \le 0$, so $b = 0$. If $c = 0$, the linear function $2bt$ is nowhere negative, which again gives $b = 0$.

```lean
/-- A parabola through the origin that is nowhere negative has zero slope there. -/
theorem slope_eq_zero {b c : ℝ} (h : ∀ t : ℝ, 0 ≤ 2 * t * b + t ^ 2 * c) : b = 0 := by
  have hd := discrim_le_zero (a := c) (b := 2 * b) (c := 0)
    (fun t => by linarith [h t, show 2 * t * b + t ^ 2 * c = c * (t * t) + 2 * b * t + 0 by ring])
  unfold discrim at hd
  have hb : b ^ 2 ≤ 0 := by nlinarith
  exact (pow_eq_zero_iff two_ne_zero).mp (le_antisymm hb (sq_nonneg b))
```

Let $x$ be lowest in $S$, with energy $\theta$. For non-zero $y$ in $S$, the unit vector $y/\|y\|$ has energy $\langle y,Hy\rangle/\|y\|^2 \ge \theta$, and therefore $\theta\|y\|^2 \le \langle y,Hy\rangle$. For $y=0$ both sides vanish.

```lean
/-- If `x` is lowest in `S`, with energy `θ`, then `θ‖y‖² ≤ ⟨y, Hy⟩` for every `y` in `S`. -/
theorem LowestIn.mul_norm_sq_le {H : E →ₗ[ℝ] E} {S : Submodule ℝ E} {x : E}
    (h : LowestIn H S x) {y : E} (hy : y ∈ S) : energy H x * ‖y‖ ^ 2 ≤ energy H y := by
  by_cases h0 : y = 0
  · simp [h0, energy]
  have hn : ‖y‖ ≠ 0 := norm_ne_zero_iff.mpr h0
  -- compare with the normalised vector
  have h1 := h.2.2 (‖y‖⁻¹ • y) (S.smul_mem _ hy) (by
    rw [norm_smul, norm_inv, norm_norm, inv_mul_cancel₀ hn])
  have h2 : energy H (‖y‖⁻¹ • y) = ‖y‖⁻¹ ^ 2 * energy H y := by
    simp only [energy, map_smul, real_inner_smul_left, real_inner_smul_right]
    ring
  rw [h2] at h1
  calc energy H x * ‖y‖ ^ 2 ≤ (‖y‖⁻¹ ^ 2 * energy H y) * ‖y‖ ^ 2 :=
        mul_le_mul_of_nonneg_right h1 (sq_nonneg _)
    _ = energy H y := by field_simp
```

Now put $w = Tr$ and apply this bound to $y = x+tw$:
$$\theta\,(1 + 2t\langle w,x\rangle + t^2\|w\|^2) \le \theta + 2t\langle w,Hx\rangle + t^2\langle w,Hw\rangle .$$
Collecting terms gives
$$0 \le 2t\langle w,r\rangle + t^2\left(\langle w,Hw\rangle - \theta\|w\|^2\right),$$
so $\langle Tr,r\rangle = 0$. This is `hs` in the proof.

The same parabola argument, applied to the quadratic form of $T$ (written `energy T` in the code), removes the step itself. Positivity and $\langle r,Tr\rangle = 0$ give
$$0 \le \langle r+tw, T(r+tw)\rangle = 2t\|w\|^2 + t^2\langle w,Tw\rangle ,$$
so $\|Tr\|^2 = 0$, which is `hz`.

Conversely, if $Tr=0$, every unit vector of the search space is $ax$ with $a^2=1$, and its energy is $a^2\theta = \theta$.

```lean
/-- For symmetric `H` and symmetric positive semidefinite `T`, a unit vector `x` is lowest in
its own search space exactly when the preconditioned residual vanishes. -/
theorem lowest_iff_step_eq_zero {H T : E →ₗ[ℝ] E} (hH : H.IsSymmetric) (hT : T.IsSymmetric)
    (hpos : ∀ v, 0 ≤ ⟪v, T v⟫_ℝ) {x : E} (hx : ‖x‖ = 1) :
    LowestIn H (searchSpace H T x) x ↔ T (residual H x) = 0 := by
  have hxS : x ∈ searchSpace H T x := Submodule.subset_span (by simp)
  constructor
  · intro h
    have hwS : T (residual H x) ∈ searchSpace H T x := Submodule.subset_span (by simp)
    -- minimality removes the slope of the energy along the step
    have hs : ⟪T (residual H x), residual H x⟫_ℝ = 0 := by
      apply slope_eq_zero
        (c := energy H (T (residual H x)) - energy H x * ‖T (residual H x)‖ ^ 2)
      intro t
      have h1 := h.mul_norm_sq_le (Submodule.add_mem _ hxS (Submodule.smul_mem _ t hwS))
      rw [energy_add_smul hH, norm_add_sq_real, real_inner_smul_right, norm_smul, mul_pow,
        Real.norm_eq_abs, sq_abs, hx, real_inner_comm] at h1
      have h2 : ⟪T (residual H x), residual H x⟫_ℝ
          = ⟪T (residual H x), H x⟫_ℝ - energy H x * ⟪T (residual H x), x⟫_ℝ := by
        conv_lhs => rw [show residual H x = H x - energy H x • x from rfl]
        rw [inner_sub_right, real_inner_smul_right]
        rfl
      rw [h2]
      linarith
    -- positivity of `T` then removes the step itself
    have hz : ⟪T (residual H x), T (residual H x)⟫_ℝ = 0 := by
      apply slope_eq_zero (c := energy T (T (residual H x)))
      intro t
      have h1 : 0 ≤ energy T (residual H x + t • T (residual H x)) := hpos _
      have h2 : energy T (residual H x) = 0 := (real_inner_comm _ _).trans hs
      rw [energy_add_smul hT, h2] at h1
      linarith
    exact inner_self_eq_zero.mp hz
  · intro h
    refine ⟨hxS, hx, fun y hy hy1 => ?_⟩
    obtain ⟨a, b, rfl⟩ := Submodule.mem_span_pair.mp hy
    rw [h, smul_zero, add_zero] at hy1 ⊢
    rw [norm_smul, hx, mul_one, Real.norm_eq_abs] at hy1
    have ha : a ^ 2 = 1 := by rw [← sq_abs, hy1, one_pow]
    simp only [energy, map_smul, real_inner_smul_left, real_inner_smul_right]
    apply le_of_eq
    linear_combination (-⟪x, H x⟫_ℝ) * ha
```

## The truncated eigenvalue equation

From here on the space is finite-dimensional. If $Tr=0$, then $\langle r,Tv\rangle = \langle Tr,v\rangle = 0$ for every $v$, so $r$ is orthogonal to $W$ and $Pr=0$. If $Pr=0$, then $r$ is orthogonal to $T(Tr)$, and $\|Tr\|^2 = \langle r,T(Tr)\rangle = 0$. In Lean, $W$ is `LinearMap.range T` and $P$ is its `starProjection`.

```lean
variable [FiniteDimensional ℝ E]

/-- A symmetric preconditioner annihilates exactly the vectors whose projection onto its
range is zero. -/
theorem apply_eq_zero_iff {T : E →ₗ[ℝ] E} (hT : T.IsSymmetric) (r : E) :
    T r = 0 ↔ (LinearMap.range T).starProjection r = 0 := by
  constructor
  · intro h
    apply Submodule.eq_starProjection_of_mem_of_inner_eq_zero (Submodule.zero_mem _)
    rintro _ ⟨v, rfl⟩
    rw [sub_zero, ← hT r v, h, inner_zero_left]
  · intro h
    have h1 := Submodule.starProjection_inner_eq_zero (K := LinearMap.range T) r
      (T (T r)) ⟨T r, rfl⟩
    rw [h, sub_zero, ← hT r (T r)] at h1
    exact inner_self_eq_zero.mp h1
```

Since $x$ lies in $W$, we have $Px = x$ and $Pr = PHx - \theta x$. The chain "lowest, $Tr=0$, $Pr=0$, $PHx=\theta x$" is the single `rw` below. The hypotheses `hT` and `hpos` together say that $T$ is symmetric positive semidefinite, and `hxW` says that $x$ lies in $W$.

```lean
/-- Let `H` be symmetric, `T` symmetric positive semidefinite, and `x` a unit vector in the range of
`T`. Then `x` has the lowest energy among the unit vectors of span{x, Tr} if and only if `PHx = θx`,
where `P` projects orthogonally onto the range of `T`. -/
theorem lowest_iff_truncated_eigenvector {H T : E →ₗ[ℝ] E} (hH : H.IsSymmetric)
    (hT : T.IsSymmetric) (hpos : ∀ v, 0 ≤ ⟪v, T v⟫_ℝ) {x : E} (hx : ‖x‖ = 1)
    (hxW : x ∈ LinearMap.range T) :
    LowestIn H (searchSpace H T x) x ↔
      (LinearMap.range T).starProjection (H x) = energy H x • x := by
  rw [lowest_iff_step_eq_zero hH hT hpos hx, apply_eq_zero_iff hT, residual, map_sub, map_smul,
    Submodule.starProjection_eq_self_iff.mpr hxW, sub_eq_zero]
```

Such an $x$ solves the full problem exactly when $Hx$ stays in $W$. If $Hx=\theta x$, then $Hx$ is in $W$ because $x$ is; if $Hx$ is in $W$, then $Hx = PHx = \theta x$.

```lean
/-- If a vector `x` in the range of `T` satisfies `PHx = θx`, then `Hx = θx` holds exactly when
`H` does not lead out of the range of `T` at `x`. -/
theorem eigenvector_iff_mem_range {H T : E →ₗ[ℝ] E} {x : E} (hxW : x ∈ LinearMap.range T)
    (h : (LinearMap.range T).starProjection (H x) = energy H x • x) :
    H x = energy H x • x ↔ H x ∈ LinearMap.range T := by
  constructor
  · intro h1
    rw [h1]
    exact Submodule.smul_mem _ _ hxW
  · intro h1
    exact (Submodule.starProjection_eq_self_iff.mpr h1).symm.trans h
```

## Where a convergent run ends

A run that starts in $W$ remains there, because $u_{k+1}$ is a combination of $u_k$ and a vector of the form $Tv$.

```lean
omit [FiniteDimensional ℝ E] in
/-- A preconditioned descent that starts in the range of `T` never leaves it. -/
theorem IsDescent.mem_range {H T : E →ₗ[ℝ] E} {u : ℕ → E} (hu : IsDescent H T u)
    (h0 : u 0 ∈ LinearMap.range T) (k : ℕ) : u k ∈ LinearMap.range T := by
  induction k with
  | zero => exact h0
  | succ k ih =>
    obtain ⟨a, b, hab⟩ := Submodule.mem_span_pair.mp (hu k).1
    rw [← hab]
    exact Submodule.add_mem _ (Submodule.smul_mem _ a ih) (Submodule.smul_mem _ b ⟨_, rfl⟩)
```

Suppose that the run converges to $x$; convergence is assumed here, not derived. The subspace $W$ is closed and every $u_{k+1}$ has norm one, so $x$ is a unit vector of $W$. Write $r(v)$ for the residual of $v$. Fix coefficients $a$ and $b$ and set $y_k = a u_k + b\,T r(u_k)$. Minimality gives
$$\langle u_{k+1},Hu_{k+1}\rangle\,\|y_k\|^2 \le \langle y_k,Hy_k\rangle .$$
All terms are continuous, so the inequality survives the limit and becomes $\theta\|y\|^2 \le \langle y,Hy\rangle$ with $y = ax + b\,Tr(x)$. Every unit vector of the limit's search space has this form. Hence $x$ is lowest there, and the equivalence above gives $PHx=\theta x$.

```lean
/-- Let `H` be symmetric and `T` symmetric positive semidefinite. If a preconditioned descent
starts in the range of `T` and converges to `x`, then `x` is a unit vector in that range and
`PHx = θx`. -/
theorem IsDescent.limit_truncated {H T : E →ₗ[ℝ] E} (hH : H.IsSymmetric)
    (hT : T.IsSymmetric) (hpos : ∀ v, 0 ≤ ⟪v, T v⟫_ℝ) {u : ℕ → E} (hu : IsDescent H T u)
    (h0 : u 0 ∈ LinearMap.range T) {x : E} (hlim : Tendsto u atTop (𝓝 x)) :
    x ∈ LinearMap.range T ∧ ‖x‖ = 1 ∧
      (LinearMap.range T).starProjection (H x) = energy H x • x := by
  have hHc : Continuous H := H.continuous_of_finiteDimensional
  have hTc : Continuous T := T.continuous_of_finiteDimensional
  have hE : Continuous (energy H) := by
    have h := (continuous_inner (𝕜 := ℝ) (E := E)).comp (continuous_id.prodMk hHc)
    exact h
  have hR : Continuous (residual H) := hHc.sub (hE.smul continuous_id)
  have hlim' : Tendsto (fun k => u (k + 1)) atTop (𝓝 x) := hlim.comp (tendsto_add_atTop_nat 1)
  have hxW : x ∈ LinearMap.range T :=
    (Submodule.closed_of_finiteDimensional (LinearMap.range T)).mem_of_tendsto hlim
      (Eventually.of_forall (hu.mem_range h0))
  have hx : ‖x‖ = 1 := by
    have h1 := hlim'.norm
    simp only [fun k => (hu k).2.1] at h1
    exact tendsto_nhds_unique h1 tendsto_const_nhds
  refine ⟨hxW, hx, (lowest_iff_truncated_eigenvector hH hT hpos hx hxW).mp
    ⟨Submodule.subset_span (by simp), hx, fun y hy hy1 => ?_⟩⟩
  -- follow the trial vector with fixed coefficients along the sequence
  obtain ⟨a, b, rfl⟩ := Submodule.mem_span_pair.mp hy
  have hf : Continuous (fun v => a • v + b • T (residual H v)) :=
    (continuous_id.const_smul a).add ((hTc.comp hR).const_smul b)
  have hl := ((hE.tendsto x).comp hlim').mul ((((hf.tendsto x).comp hlim).norm).pow 2)
  have hr := (hE.tendsto _).comp ((hf.tendsto x).comp hlim)
  have h1 := le_of_tendsto_of_tendsto' hl hr (fun k =>
    (hu k).mul_norm_sq_le (Submodule.mem_span_pair.mpr ⟨a, b, rfl⟩))
  rw [hy1, one_pow, mul_one] at h1
  exact h1
```

The theorem covers a single vector, no memory of earlier search directions and one fixed linear map $T$. Many production codes rebuild the preconditioner from the current vector, keep earlier directions or treat several vectors at once, and the theorem does not describe those.

## A two-level system that stalls

Take basis vectors $e_0, e_1$, numbered as in Lean, and the matrix with diagonal entries $a$, $d$ and coupling $b$.

```lean
/-- The two-level operator with diagonal entries `a`, `d` and coupling `b`. -/
def twoLevel (a b d : ℝ) : EuclideanSpace ℝ (Fin 2) →ₗ[ℝ] EuclideanSpace ℝ (Fin 2) where
  toFun v := !₂[a * v 0 + b * v 1, b * v 0 + d * v 1]
  map_add' v w := by ext i; fin_cases i <;> simp <;> ring
  map_smul' c v := by ext i; fin_cases i <;> simp <;> ring
```

Equal off-diagonal entries make it symmetric.

```lean
/-- Two-level operators are symmetric. -/
theorem twoLevel_symmetric (a b d : ℝ) : (twoLevel a b d).IsSymmetric := by
  intro v w
  simp [twoLevel, PiLp.inner_apply, Fin.sum_univ_two]
  ring
```

Let $b \neq 0$, $T = \mathrm{diag}(1,0)$ and $x = e_0$. Then $Hx = ae_0 + be_1$, $\theta = a$ and $r = be_1$, so $Tr = 0$ and the solver stops. Yet $Hx$ has a component along $e_1$ and is no multiple of $x$. The preconditioner has deleted the very direction in which the coupling acts.

```lean
/-- The preconditioner diag(1, 0) is positive semidefinite and has the first basis vector in its
range. With this preconditioner and non-zero coupling `b`, that vector is lowest in its search space
and yet is no eigenvector of the two-level Hamiltonian. -/
theorem stalled_witness (a b d : ℝ) (hb : b ≠ 0) :
    (∀ v, 0 ≤ ⟪v, twoLevel 1 0 0 v⟫_ℝ) ∧
    !₂[(1 : ℝ), 0] ∈ LinearMap.range (twoLevel 1 0 0) ∧
    LowestIn (twoLevel a b d) (searchSpace (twoLevel a b d) (twoLevel 1 0 0) !₂[(1 : ℝ), 0])
      !₂[(1 : ℝ), 0] ∧
    ∀ c : ℝ, twoLevel a b d !₂[(1 : ℝ), 0] ≠ c • !₂[(1 : ℝ), 0] := by
  have hpos : ∀ v, 0 ≤ ⟪v, twoLevel 1 0 0 v⟫_ℝ := by
    intro v
    simp [twoLevel, PiLp.inner_apply, Fin.sum_univ_two, mul_self_nonneg]
  refine ⟨hpos, ⟨!₂[(1 : ℝ), 0], ?_⟩, ?_, ?_⟩
  · ext i
    fin_cases i <;> simp [twoLevel]
  · -- the residual points along the second basis vector, which the preconditioner deletes
    refine (lowest_iff_step_eq_zero (twoLevel_symmetric a b d) (twoLevel_symmetric 1 0 0) hpos
      (by simp [EuclideanSpace.norm_eq, Fin.sum_univ_two])).mpr ?_
    ext i
    fin_cases i <;>
      simp [twoLevel, residual, energy, PiLp.inner_apply, Fin.sum_univ_two]
  · intro c h
    have h1 := congrArg (fun v : EuclideanSpace ℝ (Fin 2) => v 1) h
    simp [twoLevel] at h1
    exact hb h1

end

end SingularPreconditioner
```

```lean
#print axioms SingularPreconditioner.eigenvector_iff_mem_range
-- 'SingularPreconditioner.eigenvector_iff_mem_range' depends on axioms: [propext, Classical.choice, Quot.sound]
#print axioms SingularPreconditioner.IsDescent.limit_truncated
-- 'SingularPreconditioner.IsDescent.limit_truncated' depends on axioms: [propext, Classical.choice, Quot.sound]
```

## Indefinite preconditioners and linear systems

The remarks that follow are argued informally and have no Lean proof.

A symmetric, invertible $T$ of indefinite sign can stall for a different reason. In three dimensions let $He_0=e_1$, $He_1=e_0$, $He_2=e_2$, and let $T$ fix $e_0$ and exchange $e_1$ and $e_2$. For $x=e_0$ we get $\theta=0$, $r=e_1$ and $Tr=e_2$. A unit vector $\alpha e_0+\beta e_2$ has energy $\beta^2\ge 0$, so $x$ is lowest. But $P$ is the identity, and $PHx=e_1\neq 0$. For a negative semidefinite $T$ the equivalence still holds, because $T$ and $-T$ have the same range and give the same search space.

The argument also applies to a linear system $Ax=f$ with $A$ symmetric positive definite, solved by minimising $\tfrac12\langle x,Ax\rangle-\langle f,x\rangle$ along $x+tTr$, now with $r=f-Ax$. The slope at $t=0$ is $-\langle Tr,r\rangle$, so for symmetric positive semidefinite $T$ the solver stops exactly when $Pr=0$, that is, when $PAx=Pf$.
